# Adding a multiple of the direct interaction lowers the rank of exchange by at most one

Let i, j run over a finite set of occupied orbitals and a, b over a finite set of virtual orbitals. A single real matrix B defines two matrices whose rows are labelled by the pair ia and columns by the pair jb: a direct interaction J with entries B_ia B_jb and an exchange interaction X with entries B_ib B_ja. The lemma states that, for every real c, the mixed kernel cJ − X has rank at least r² − 1, where r is the rank of B; nothing further is assumed of B. The proof takes from an earlier lemma that X has rank r², and writes X as the sum of −(cJ − X) and cJ. The first term has rank at most that of the kernel and the second has rank at most one, so the bound follows because the rank of a sum is at most the sum of the ranks.

The first attempt, which Lean rejects:

```lean
import Mathlib

open Matrix
open scoped Kronecker

namespace RankMixedKernel

variable {o v : Type*} [Fintype o] [Fintype v]

/-- The direct interaction `J_(ia,jb) = B_ia B_jb` on occupied-virtual pairs. -/
def direct (B : Matrix o v ℝ) : Matrix (o × v) (o × v) ℝ :=
  Matrix.of fun p q => B p.1 p.2 * B q.1 q.2

/-- The exchange interaction `X_(ia,jb) = B_ib B_ja`, obtained from the direct one by
swapping the two virtual orbitals. -/
def exchange (B : Matrix o v ℝ) : Matrix (o × v) (o × v) ℝ :=
  Matrix.of fun p q => B p.1 q.2 * B q.1 p.2

/-- A real matrix of rank `r` factors through `r` channels, `B = C R`, where `C` has a
left inverse and `R` has a right inverse. -/
theorem rank_factorization {m n : Type*} [Fintype m] [Fintype n] (B : Matrix m n ℝ) :
    ∃ (C : Matrix m (Fin B.rank) ℝ) (R : Matrix (Fin B.rank) n ℝ)
      (L : Matrix (Fin B.rank) m ℝ) (S : Matrix n (Fin B.rank) ℝ),
      B = C * R ∧ L * C = 1 ∧ R * S = 1 := by
  classical
  let f := Matrix.toLin' B
  have hr : Module.finrank ℝ (LinearMap.range f)
      = Module.finrank ℝ (Fin B.rank → ℝ) := by
    rw [Module.finrank_fin_fun]
    rfl
  -- coordinates on the range of `B`
  let e := LinearEquiv.ofFinrankEq _ _ hr
  let c := (LinearMap.range f).subtype ∘ₗ e.symm.toLinearMap
  let d := e.toLinearMap ∘ₗ f.rangeRestrict
  have hcd : c ∘ₗ d = f := LinearMap.ext fun x => by simp [c, d]
  obtain ⟨l, hl⟩ := c.exists_leftInverse_of_injective
    (LinearMap.ker_eq_bot.mpr (Subtype.val_injective.comp e.symm.injective))
  obtain ⟨s, hs⟩ := d.exists_rightInverse_of_surjective
    (LinearMap.range_eq_top.mpr (e.surjective.comp f.surjective_rangeRestrict))
  refine ⟨LinearMap.toMatrix' c, LinearMap.toMatrix' d, LinearMap.toMatrix' l,
    LinearMap.toMatrix' s, ?_, ?_, ?_⟩
  · rw [← LinearMap.toMatrix'_comp, hcd]
    exact (LinearMap.toMatrix'_toLin' B).symm
  · rw [← LinearMap.toMatrix'_comp, hl, LinearMap.toMatrix'_id]
  · rw [← LinearMap.toMatrix'_comp, hs, LinearMap.toMatrix'_id]

/-- The exchange interaction built from a matrix of rank `r` has rank `r²`. -/
theorem rank_exchange (B : Matrix o v ℝ) : (exchange B).rank = B.rank ^ 2 := by
  classical
  obtain ⟨C, R, L, S, hB, hL, hS⟩ := rank_factorization B
  let P := C ⊗ₖ Rᵀ
  let Q := (R ⊗ₖ Cᵀ).submatrix id (Equiv.prodComm o v)
  let G := L ⊗ₖ Sᵀ
  let H := (S ⊗ₖ Lᵀ).submatrix (Equiv.prodComm o v) id
  -- exchange is `B ⊗ Bᵀ` with swapped column pair, hence factors through `r²` channels
  have hX : exchange B = P * Q := by
    have h1 : exchange B = (B ⊗ₖ Bᵀ).submatrix id (Equiv.prodComm o v) := by
      ext p q
      rfl
    have h2 : B ⊗ₖ Bᵀ = (C ⊗ₖ Rᵀ) * (R ⊗ₖ Cᵀ) := by
      rw [← Matrix.mul_kronecker_mul, ← Matrix.transpose_mul, ← hB]
    rw [h1, h2]
    rfl
  have hGP : G * P = 1 := by
    change (L ⊗ₖ Sᵀ) * (C ⊗ₖ Rᵀ) = 1
    rw [← Matrix.mul_kronecker_mul, ← Matrix.transpose_mul, hL, hS,
      Matrix.transpose_one, Matrix.one_kronecker_one]
  have hQH : Q * H = 1 := by
    change (R ⊗ₖ Cᵀ).submatrix id (Equiv.prodComm o v)
      * (S ⊗ₖ Lᵀ).submatrix (Equiv.prodComm o v) id = 1
    rw [Matrix.submatrix_mul_equiv, ← Matrix.mul_kronecker_mul, ← Matrix.transpose_mul,
      hL, hS, Matrix.transpose_one, Matrix.one_kronecker_one, Matrix.submatrix_id_id]
  -- the one-sided inverses compress exchange to the identity on these channels
  have hone : G * exchange B * H = 1 := by
    rw [hX, ← Matrix.mul_assoc, hGP, Matrix.one_mul, hQH]
  have hcard : Fintype.card (Fin B.rank × Fin B.rank) = B.rank ^ 2 := by
    simp [sq]
  apply le_antisymm
  · rw [← hcard, hX]
    exact (Matrix.rank_mul_le_left P Q).trans (Matrix.rank_le_card_width P)
  · rw [← hcard, ← Matrix.rank_one (R := ℝ) (n := Fin B.rank × Fin B.rank), ← hone]
    exact (Matrix.rank_mul_le_left _ _).trans (Matrix.rank_mul_le_right _ _)

/-- Adding any real multiple `c` of the direct interaction lowers the rank of exchange by
at most one: `c J - X` has rank at least `r² - 1`, where `r` is the rank of `B`. -/
theorem rank_mixed_kernel (B : Matrix o v ℝ) (c : ℝ) :
    B.rank ^ 2 ≤ (c • direct B - exchange B).rank + 1 := by
  classical
  let K := c • direct B - exchange B
  let D := Matrix.vecMulVec (fun p : o × v => c * B p.1 p.2) (fun p : o × v => B p.1 p.2)
  let N := K * (-1 : Matrix (o × v) (o × v) ℝ)
  have hX : exchange B = N + D := by
    ext p q
    simp only [N, K, D, direct, exchange, mul_neg, mul_one, Matrix.add_apply,
      Matrix.neg_apply, Matrix.sub_apply, Matrix.smul_apply, Matrix.of_apply,
      Matrix.vecMulVec_apply, smul_eq_mul]
    ring
  -- the rank of a sum is at most the sum of the ranks
  have hsup : LinearMap.range (N + D).mulVecLin
      ≤ LinearMap.range N.mulVecLin ⊔ LinearMap.range D.mulVecLin := by
    rintro _ ⟨x, rfl⟩
    rw [Matrix.mulVecLin_add]
    exact Submodule.add_mem_sup ⟨x, rfl⟩ ⟨x, rfl⟩
  have hadd : (N + D).rank ≤ N.rank + D.rank :=
    (Submodule.finrank_mono hsup).trans
      (Submodule.finrank_add_le_finrank_add_finrank _ _)
  have hN : N.rank ≤ K.rank := Matrix.rank_mul_le_left _ _
  have hD : D.rank ≤ 1 := Matrix.rank_vecMulVec_le _ _
  rw [← rank_exchange, hX]
  change (N + D).rank ≤ K.rank + 1
  omega

end RankMixedKernel
```

Messages:

```
Main.lean:110:2: error: 'change' tactic failed, pattern
  (N + D).rank ≤ K.rank + 1
is not definitionally equal to target
  (N + D).rank ≤ (c • direct B - (N + D)).rank + 1
```

After these edits no error is left:

```diff
@@ -107,5 +107,6 @@
   have hN : N.rank ≤ K.rank := Matrix.rank_mul_le_left _ _
   have hD : D.rank ≤ 1 := Matrix.rank_vecMulVec_le _ _
-  rw [← rank_exchange, hX]
+  have hXr : (exchange B).rank = (N + D).rank := congrArg Matrix.rank hX
+  rw [← rank_exchange, hXr]
   change (N + D).rank ≤ K.rank + 1
   omega
```

What went wrong. The message says that the goal `change` was asked to display is not the current goal by definition. The fault lies in the line before. After `← rank_exchange`, the matrix `exchange B` occurs twice in the goal: alone on the left, and inside the kernel on the right. `rw [hX]` replaces both, so the right side becomes the rank of `c • direct B - (N + D)`, plus one. But `K` is defined with `exchange B` in that place. The two matrices are equal by `hX`, but that equality is a proved theorem, and `change` accepts only what Lean can check by unfolding definitions.

The repair first derives `hXr`, the equality of the ranks of `exchange B` and `N + D`, by applying `Matrix.rank` to both sides of `hX`. Rewriting with `hXr` needs the whole expression `(exchange B).rank`, which occurs only on the left. The kernel on the right is left untouched and matches `K` by definition, so `change` succeeds.
